# For independent core and valence electrons on finite site sets, the mean core-valence interaction depends only on the two densities

Q: In a frozen-core calculation I build the Coulomb potential of the core density once, add it to the one-electron Hamiltonian of the valence electrons, and never look at a core configuration again. What entitles me to do that?

A: For the direct term, it is enough that the core distribution is kept fixed and that core and valence are statistically independent. Let cᵢ be the site of core electron i and vⱼ the site of valence electron j, with N core and M valence electrons. The configurations c and v have weights A(c) and B(v), and w(x,y) is the interaction between a core electron on x and a valence electron on y. Write [P] for 1 if P holds and 0 otherwise. The core density is

    n_A(x) = ∑_c A(c) ∑_i [cᵢ = x]

and n_B is defined likewise. For any one-body function f, exchanging the sums gives

    ∑_x n_A(x) f(x) = ∑_c A(c) ∑_i ∑_x [cᵢ = x] f(x) = ∑_c A(c) ∑_i f(cᵢ).

Now hold v fixed and take f(x) = ∑_j w(x,vⱼ):

    ∑_c A(c) ∑_i ∑_j w(cᵢ,vⱼ) = ∑_x n_A(x) ∑_j w(x,vⱼ) = ∑_j V(vⱼ),
    V(y) = ∑_x n_A(x) w(x,y).

V is your frozen-core potential. Averaging over v, with the one-body identity applied to B and V, gives

    ∑_v B(v) ∑_j V(vⱼ) = ∑_y n_B(y) V(y) = ∑_x ∑_y n_A(x) w(x,y) n_B(y).

Q: How much of that physics survives in the Lean definitions?

A: A configuration is a function from `Fin N` to a finite type `X` of core sites, or from `Fin M` to a finite type `Y` of valence sites. A site may be a grid point, or a grid point with a spin label.

```lean
import Mathlib

open Finset

namespace FrozenCoreDirectCoupling

noncomputable section

variable {X Y Z : Type*} [Fintype X] [DecidableEq X] [Fintype Y] [DecidableEq Y]
```

The density counts electrons, so it is not scaled to sum to one.

```lean
/-- The one-particle density at site `x`: the number of electrons on `x`, summed over all
configurations with weight `A`. -/
def density {N : ℕ} (A : (Fin N → X) → ℝ) (x : X) : ℝ :=
  ∑ c, A c * ∑ i, if c i = x then (1 : ℝ) else 0
```

The marginal follows one labelled electron.

```lean
/-- The marginal weight for electron `i` to sit on site `x`. -/
def marginal {N : ℕ} (A : (Fin N → X) → ℝ) (i : Fin N) (x : X) : ℝ :=
  ∑ c, if c i = x then A c else 0
```

Exchange symmetry is a property of the weight. The squared modulus of an antisymmetric wavefunction has it.

```lean
/-- The weight `A` does not change when the electrons are permuted. -/
def IsExchangeSymmetric {N : ℕ} (A : (Fin N → X) → ℝ) : Prop :=
  ∀ (σ : Equiv.Perm (Fin N)) (c : Fin N → X), A (c ∘ σ) = A c
```

The coupling contains the product `A c * B v`, which is where independence enters.

```lean
/-- The core-valence interaction, summed over all pairs of a core and a valence electron and
over all configurations with the product weight `A c * B v`. -/
def directCoupling {N M : ℕ} (A : (Fin N → X) → ℝ) (B : (Fin M → Y) → ℝ)
    (w : X → Y → ℝ) : ℝ :=
  ∑ c, ∑ v, A c * B v * ∑ i, ∑ j, w (c i) (v j)
```

Finally, `corePotential` is V. Its positions `Z` need not form a finite set, so the potential can be evaluated at a valence electron anywhere in space.

```lean
/-- The potential at `y` produced by the one-particle density of the core. -/
def corePotential {N : ℕ} (A : (Fin N → X) → ℝ) (w : X → Z → ℝ) (y : Z) : ℝ :=
  ∑ x, density A x * w x y
```

Q: I see no requirement that A be normalized, symmetric or even positive. Are these still probability distributions?

A: They are included as a special case. The main theorem, `directCoupling_eq_density`, holds for all real weights A and B and every real w; for normalized, nonnegative weights its left side is the mean interaction. The derivation used none of those properties, only rearrangement of finite sums. The first lemma is the one-body identity: `key` carries out the sum over x within one configuration, and `Finset.sum_comm` exchanges sites and configurations.

```lean
/-- The weighted sum of a one-body quantity `f` over all electrons is the sum of `f` against
the one-particle density. -/
theorem sum_density_mul {N : ℕ} (A : (Fin N → X) → ℝ) (f : X → ℝ) :
    ∑ x, density A x * f x = ∑ c, A c * ∑ i, f (c i) := by
  -- in a single configuration, summing over sites is summing over electrons
  have key : ∀ c : Fin N → X,
      ∑ x, (∑ i, if c i = x then (1 : ℝ) else 0) * f x = ∑ i, f (c i) := by
    intro c
    simp_rw [Finset.sum_mul]
    rw [Finset.sum_comm]
    simp
  calc ∑ x, density A x * f x
      = ∑ x, ∑ c, A c * ((∑ i, if c i = x then (1 : ℝ) else 0) * f x) := by
        refine Finset.sum_congr rfl fun x _ => ?_
        unfold density
        rw [Finset.sum_mul]
        exact Finset.sum_congr rfl fun c _ => mul_assoc _ _ _
    _ = ∑ c, A c * ∑ i, f (c i) := by
        rw [Finset.sum_comm]
        refine Finset.sum_congr rfl fun c _ => ?_
        rw [← Finset.mul_sum, key]
```

Q: Then what do normalization and symmetry do?

A: Normalization fixes the electron number: put f = 1 in the identity and the density sums to N.

```lean
/-- The density of a normalized distribution of `N` electrons sums to `N`. -/
theorem sum_density {N : ℕ} {A : (Fin N → X) → ℝ} (hA : ∑ c, A c = 1) :
    ∑ x, density A x = N := by
  have h := sum_density_mul A (fun _ => 1)
  simp only [mul_one, Finset.sum_const, Finset.card_univ, Fintype.card_fin,
    nsmul_eq_mul] at h
  rw [h, ← Finset.sum_mul, hA, one_mul]
```

Symmetry lets you speak of "the" one-electron distribution. The density is always the sum of the N marginals. Relabelling configurations by the exchange of electrons j and i turns the marginal of j into that of i, so all N are equal and n_A(x) is N times any one of them. In Lean, `Fintype.sum_equiv` does the relabelling.

```lean
/-- For an exchange-symmetric weight the density is `N` times the marginal of any one
electron. -/
theorem density_eq_marginal {N : ℕ} {A : (Fin N → X) → ℝ} (hA : IsExchangeSymmetric A)
    (i : Fin N) (x : X) : density A x = N * marginal A i x := by
  -- exchanging electrons `j` and `i` shows that their marginals agree
  have hswap : ∀ j, marginal A j x = marginal A i x := by
    intro j
    refine Fintype.sum_equiv ((Equiv.swap j i).arrowCongr (Equiv.refl X)) _ _ fun c => ?_
    show (if c j = x then A c else 0) =
      if (c ∘ Equiv.swap j i) i = x then A (c ∘ Equiv.swap j i) else 0
    rw [hA (Equiv.swap j i) c, Function.comp_apply, Equiv.swap_apply_right]
  have hsum : density A x = ∑ j, marginal A j x := by
    unfold density marginal
    rw [Finset.sum_comm]
    refine Finset.sum_congr rfl fun c _ => ?_
    rw [Finset.mul_sum]
    exact Finset.sum_congr rfl fun j _ => by simp
  rw [hsum, Finset.sum_congr rfl fun j _ => hswap j]
  simp
```

Q: Where is the frozen-core potential itself?

A: It is the next lemma, the step with v held fixed. The proof applies the one-body identity to the function ∑_j w(x,vⱼ) and exchanges two sums.

```lean
/-- For valence electrons held at positions `v`, the core-weighted interaction is a sum of
one-electron terms, the core potential at each valence position. -/
theorem core_average_eq_potential {N M : ℕ} (A : (Fin N → X) → ℝ) (w : X → Z → ℝ)
    (v : Fin M → Z) :
    ∑ c, A c * ∑ i, ∑ j, w (c i) (v j) = ∑ j, corePotential A w (v j) := by
  calc ∑ c, A c * ∑ i, ∑ j, w (c i) (v j)
      = ∑ x, density A x * ∑ j, w x (v j) :=
        (sum_density_mul A fun x => ∑ j, w x (v j)).symm
    _ = ∑ j, corePotential A w (v j) := by
        unfold corePotential
        simp only [Finset.mul_sum]
        exact Finset.sum_comm
```

The main theorem then follows the derivation line by line: collect the core average, replace it by the potential, apply the one-body identity to the valence weight, and expand V.

```lean
/-- The direct coupling under a product weight is the interaction `w` summed against the
one-particle densities of core and valence. -/
theorem directCoupling_eq_density {N M : ℕ} (A : (Fin N → X) → ℝ) (B : (Fin M → Y) → ℝ)
    (w : X → Y → ℝ) :
    directCoupling A B w = ∑ x, ∑ y, density A x * w x y * density B y := by
  calc directCoupling A B w
      = ∑ v, B v * ∑ c, A c * ∑ i, ∑ j, w (c i) (v j) := by
        unfold directCoupling
        rw [Finset.sum_comm]
        refine Finset.sum_congr rfl fun v _ => ?_
        rw [Finset.mul_sum]
        exact Finset.sum_congr rfl fun c _ => by ring
    -- the core average leaves a one-body potential for the valence electrons
    _ = ∑ v, B v * ∑ j, corePotential A w (v j) :=
        Finset.sum_congr rfl fun v _ => by rw [core_average_eq_potential]
    _ = ∑ y, density B y * corePotential A w y :=
        (sum_density_mul B (corePotential A w)).symm
    _ = ∑ x, ∑ y, density A x * w x y * density B y := by
        rw [Finset.sum_comm]
        refine Finset.sum_congr rfl fun y _ => ?_
        unfold corePotential
        rw [Finset.mul_sum]
        exact Finset.sum_congr rfl fun x _ => by ring
```

With both weights symmetric, substituting the marginals gives the form with the prefactor N·M.

```lean
/-- For exchange-symmetric weights the direct coupling is `N * M` times the interaction of
one core electron with one valence electron, each taken with its own marginal. -/
theorem directCoupling_eq_marginal {N M : ℕ} {A : (Fin N → X) → ℝ} {B : (Fin M → Y) → ℝ}
    (hA : IsExchangeSymmetric A) (hB : IsExchangeSymmetric B) (i : Fin N) (j : Fin M)
    (w : X → Y → ℝ) :
    directCoupling A B w =
      N * M * ∑ x, ∑ y, marginal A i x * w x y * marginal B j y := by
  rw [directCoupling_eq_density]
  simp only [density_eq_marginal hA i, density_eq_marginal hB j, Finset.mul_sum]
  exact Finset.sum_congr rfl fun x _ => Finset.sum_congr rfl fun y _ => by ring
```

Q: Could something coarser than the core density be enough?

A: Not if it must serve every w. Take w(x′,y) = [x′ = x], which acts only on core site x. For normalized B the coupling is then

    n_A(x) ∑_y n_B(y) = M n_A(x),

and for M > 0 you can divide by M. Two cores that couple equally for every w therefore have equal densities. The converse is immediate from the main theorem. In the proof, `e` evaluates this test coupling and `mul_right_cancel₀` removes M.

```lean
/-- Two cores couple equally, for every interaction, to a normalized distribution of at least
one valence electron exactly when their one-particle densities agree. -/
theorem same_coupling_iff_same_density {N N' M : ℕ} (A : (Fin N → X) → ℝ)
    (A' : (Fin N' → X) → ℝ) {B : (Fin M → Y) → ℝ} (hB : ∑ v, B v = 1) (hM : 0 < M) :
    (∀ w, directCoupling A B w = directCoupling A' B w) ↔ density A = density A' := by
  constructor
  · intro h
    funext x
    -- an interaction that acts only on core site `x` reads off the density there
    have e : ∀ {K : ℕ} (C : (Fin K → X) → ℝ),
        ∑ x', ∑ y, density C x' * (if x' = x then (1 : ℝ) else 0) * density B y
          = density C x * M := by
      intro K C
      simp_rw [← Finset.mul_sum, sum_density hB]
      simp
    have h1 := h (fun x' _ => if x' = x then (1 : ℝ) else 0)
    rw [directCoupling_eq_density, directCoupling_eq_density] at h1
    have h2 := (e A).symm.trans (h1.trans (e A'))
    exact mul_right_cancel₀ (Nat.cast_ne_zero.mpr hM.ne') h2
  · intro h w
    rw [directCoupling_eq_density, directCoupling_eq_density, h]
```

Q: And if core and valence are correlated?

A: Then the product formula can fail. Put one core and one valence electron, with opposite spins, on two grid points without spin labels, always together, with weight 1/2 for each site.

```lean
/-- A joint weight for one core and one valence electron on two sites: both sit on the same
site, each site having weight one half. -/
def correlatedPair (c v : Fin 1 → Bool) : ℝ := if c 0 = v 0 then 1 / 2 else 0
```

The mean of [c₀ = v₀] is 1. Each marginal is 1/2 on each site, so their product gives 1/4 + 1/4 = 1/2. The Lean proof identifies a one-electron configuration with its site, writes each sum as two terms and evaluates them.

```lean
/-- For the correlated pair the mean same-site interaction is 1, while the product of its
core and valence marginals gives 1/2. -/
theorem correlated_coupling_differs :
    (∑ c, ∑ v, correlatedPair c v *
        ∑ i, ∑ j, (if c i = v j then (1 : ℝ) else 0)) = 1 ∧
      directCoupling (fun c => ∑ v, correlatedPair c v) (fun v => ∑ c, correlatedPair c v)
        (fun x y => if x = y then (1 : ℝ) else 0) = 1 / 2 := by
  -- a configuration of one electron is just its site
  let e : Bool ≃ (Fin 1 → Bool) :=
    ⟨fun b _ => b, fun c => c 0, fun _ => rfl,
      fun c => funext fun i => congrArg c (Subsingleton.elim 0 i)⟩
  have hs : ∀ f : (Fin 1 → Bool) → ℝ,
      ∑ c, f c = f (fun _ => true) + f (fun _ => false) := fun f =>
    (Equiv.sum_comp e f).symm.trans (Fintype.sum_bool _)
  constructor <;> simp only [directCoupling, correlatedPair, hs] <;> norm_num

end

end FrozenCoreDirectCoupling
```

Core polarization that follows the valence electrons instantaneously is also a correlation that a product weight leaves out, though there repulsion pushes the electrons apart.

Q: My code also has an exchange term. Where is that?

A: It comes from antisymmetrizing between core and valence, which a product weight leaves out. For real orthonormal orbitals and doubly occupied core orbitals a, the effective one-electron matrix between valence orbitals p and q is

    h_pq + ∑_a [ 2 (pq|aa) − (pa|aq) ],

where h_pq is the bare one-electron part and (pq|aa) is the Coulomb integral between the charge distributions pq and aa. Summed over a, the terms 2 (pq|aa) give the matrix element of the potential of the core density, the continuum analogue of V. The terms (pa|aq) are exchange, and they are built from the full core density matrix, not only from its diagonal, the density.

Q: Does the same argument handle the repulsion among the core electrons?

A: Yes, with pairs in place of single electrons. For a pair interaction u, define

    n₂(x,x′) = ∑_c A(c) ∑_{i≠k} [cᵢ = x][cₖ = x′].

The same exchange of sums gives

    ∑_c A(c) ∑_{i≠k} u(cᵢ,cₖ) = ∑_x ∑_x′ n₂(x,x′) u(x,x′),

with each pair counted twice. Here the pair density takes the place of a product of one-particle densities. In general the product would not do even for independent core electrons, because it also contains the terms i = k, in which an electron interacts with its own distribution. Correlation within the core is a further reason.

```lean
#print axioms FrozenCoreDirectCoupling.directCoupling_eq_marginal
#print axioms FrozenCoreDirectCoupling.same_coupling_iff_same_density
#print axioms FrozenCoreDirectCoupling.correlated_coupling_differs
```

```
'FrozenCoreDirectCoupling.directCoupling_eq_marginal' depends on axioms: [propext, Classical.choice, Quot.sound]
'FrozenCoreDirectCoupling.same_coupling_iff_same_density' depends on axioms: [propext, Classical.choice, Quot.sound]
'FrozenCoreDirectCoupling.correlated_coupling_differs' depends on axioms: [propext, Classical.choice, Quot.sound]
```
